# The factors of a nonzero product operator are unique up to a scalar and its inverse

Suppose a two-qubit gate is known only as a whole, as a $4\times4$ matrix, and suppose it could be split into one-qubit gates in two unrelated ways. Then the sentence "this gate acts as $X$ on the first qubit" would have no definite content, because another splitting of the same matrix could put a different operation there. The zero operator, which is not a gate, does split in such ways: $0\otimes 1$ and $1\otimes 0$ are equal, although no multiple of the first factor $0$ gives the first factor $1$.

For nonzero products the ambiguity shrinks to one number. If $A\otimes B = C\otimes D\neq 0$, with $A, C$ complex matrices of one shape and $B, D$ of another, then there is exactly one scalar $c\neq 0$ with
$$C = cA,\qquad D = c^{-1}B .$$
In tensor-network simulation this is the gauge freedom of a two-site matrix product operator of bond dimension one, that is, of a single product and not of a sum of products.

## Local operators as matrices

```lean
import Mathlib

open Matrix
open scoped Kronecker

namespace ProductOperatorFactors

variable {m n p q : Type*}
```

The first line loads Mathlib, Lean's mathematical library, and the `open` lines make the notation `⊗ₖ` for the Kronecker product available. The last line introduces four index types. A `Matrix m n ℂ` is an array of complex numbers $A_{ij}$ with $i$ in `m` and $j$ in `n`. For a qubit operator both types are `Fin 2`, the type with elements 0 and 1. For a ket, the column type has a single element, so product vectors are covered as well.

The Kronecker product is indexed by pairs:
$$(A\otimes B)_{(i,k),(j,l)} = A_{ij}\,B_{kl}.$$
The row pair $(i,k)$ labels a product basis state of the composite system, and so does the column pair $(j,l)$. The pairs are never flattened into a single running index, so no ordering of the product basis has to be chosen.

The local operators could also have been modelled as linear maps between vector spaces, with the product as the induced map on the tensor product spaces. The statement would then mention no basis. That version is not proved here. The matrix version refers to a fixed product basis, and its steps are equations between numbers.

## Nonzero entries and vanishing products

```lean
/-- A nonzero operator has a nonzero matrix element. -/
theorem exists_entry_ne_zero {A : Matrix m n ℂ} (hA : A ≠ 0) : ∃ i j, A i j ≠ 0 := by
  by_contra! h
  apply hA
  ext i j
  simpa using h i j
```

A Lean theorem has its hypotheses before the first colon that stands outside all brackets, its claim after it, and its proof after `:=`. Here the hypothesis `hA` says $A\neq0$, and the claim is that some entry $A_{ij}$ is nonzero.

By hand: if every entry were zero, $A$ would be the zero matrix. The proof says the same. `by_contra!` assumes that all entries vanish, and `ext i j` reduces the equality $A=0$ to an equality of entries.

```lean
/-- A product operator vanishes exactly when one of its factors vanishes. -/
theorem product_eq_zero_iff (A : Matrix m n ℂ) (B : Matrix p q ℂ) :
    A ⊗ₖ B = 0 ↔ A = 0 ∨ B = 0 := by
  constructor
  · intro h
    by_contra hne
    rw [not_or] at hne
    obtain ⟨i, j, hij⟩ := exists_entry_ne_zero hne.1
    obtain ⟨k, l, hkl⟩ := exists_entry_ne_zero hne.2
    have e : A i j * B k l = 0 := by
      simpa only [Matrix.kroneckerMap_apply, Matrix.zero_apply] using
        congrFun (congrFun h (i, k)) (j, l)
    exact mul_ne_zero hij hkl e
  · rintro (rfl | rfl)
    · ext ⟨i, k⟩ ⟨j, l⟩
      simp only [Matrix.kroneckerMap_apply, Matrix.zero_apply, zero_mul]
    · ext ⟨i, k⟩ ⟨j, l⟩
      simp only [Matrix.kroneckerMap_apply, Matrix.zero_apply, mul_zero]
```

This reads: $A\otimes B=0$ if and only if $A=0$ or $B=0$.

For the forward direction, suppose neither factor vanishes. Choose $A_{ij}\neq0$ and $B_{kl}\neq0$. The entry of the product at row $(i,k)$ and column $(j,l)$ is $A_{ij}B_{kl}$, which is nonzero, so the product is not zero. In the proof, `e` is the equation $A_{ij}B_{kl}=0$ read off from the assumption, and `mul_ne_zero` contradicts it. For the converse, a zero factor makes every entry $A_{ij}B_{kl}$ zero.

## The freedom that always exists

```lean
/-- Multiplying one factor by a nonzero scalar and the other by its inverse leaves the
product operator unchanged. -/
theorem product_rescale (A : Matrix m n ℂ) (B : Matrix p q ℂ) {c : ℂ} (hc : c ≠ 0) :
    (c • A) ⊗ₖ (c⁻¹ • B) = A ⊗ₖ B := by
  ext ⟨i, k⟩ ⟨j, l⟩
  simp only [Matrix.kroneckerMap_apply, Matrix.smul_apply, smul_eq_mul]
  field_simp
```

For $c\neq0$ this says $(cA)\otimes(c^{-1}B)=A\otimes B$. The symbol `•` is multiplication of a matrix by a scalar. Entry by entry,
$$(cA_{ij})(c^{-1}B_{kl}) = A_{ij}B_{kl},$$
and `field_simp` carries out the cancellation, using `hc`. No factor needs to be nonzero here.

## No other freedom for a nonzero product

```lean
/-- If the product operator `A ⊗ₖ B` is nonzero, it equals `C ⊗ₖ D` exactly when there is a unique
scalar `c` with `c ≠ 0`, `C = c • A` and `D = c⁻¹ • B`. -/
theorem product_eq_iff_rescaled {A C : Matrix m n ℂ} {B D : Matrix p q ℂ}
    (hAB : A ⊗ₖ B ≠ 0) :
    A ⊗ₖ B = C ⊗ₖ D ↔ ∃! c : ℂ, c ≠ 0 ∧ C = c • A ∧ D = c⁻¹ • B := by
  constructor
  · intro h
    have hA : A ≠ 0 := fun h0 => hAB ((product_eq_zero_iff A B).2 (Or.inl h0))
    have hB : B ≠ 0 := fun h0 => hAB ((product_eq_zero_iff A B).2 (Or.inr h0))
    obtain ⟨i, j, hij⟩ := exists_entry_ne_zero hA
    obtain ⟨k, l, hkl⟩ := exists_entry_ne_zero hB
    have e : ∀ i j k l, A i j * B k l = C i j * D k l := by
      intro i j k l
      simpa only [Matrix.kroneckerMap_apply] using congrFun (congrFun h (i, k)) (j, l)
    have hD : D k l ≠ 0 := by
      intro h0
      have h1 := e i j k l
      rw [h0, mul_zero] at h1
      exact mul_ne_zero hij hkl h1
    -- the scalar is read off at the fixed matrix element of the second factor
    have hc : B k l / D k l ≠ 0 := div_ne_zero hkl hD
    have hC : ∀ i' j', C i' j' = B k l / D k l * A i' j' := by
      intro i' j'
      rw [div_mul_eq_mul_div, eq_div_iff hD]
      linear_combination -(e i' j' k l)
    obtain ⟨c, hcdef⟩ : ∃ c, c = B k l / D k l := ⟨_, rfl⟩
    rw [← hcdef] at hC hc
    refine ⟨c, ⟨hc, ?_, ?_⟩, ?_⟩
    · ext i' j'
      rw [Matrix.smul_apply, smul_eq_mul]
      exact hC i' j'
    · -- the fixed matrix element of the first factor determines the second factor
      ext k' l'
      have h1 := e i j k' l'
      rw [hC i j] at h1
      have h2 : B k' l' = c * D k' l' :=
        mul_left_cancel₀ hij (by linear_combination h1)
      rw [Matrix.smul_apply, smul_eq_mul, h2, inv_mul_cancel_left₀ hc]
    · rintro c' ⟨-, hC', -⟩
      have h1 := congrFun (congrFun hC' i) j
      rw [Matrix.smul_apply, smul_eq_mul, hC i j] at h1
      exact (mul_right_cancel₀ hij h1).symm
  · rintro ⟨c, ⟨hc, rfl, rfl⟩, -⟩
    exact (product_rescale A B hc).symm
```

The hypothesis `hAB` says that $A\otimes B$ is not the zero operator. The claim is an equivalence. On its left stands $A\otimes B=C\otimes D$. On its right, `∃!` means "there is exactly one", so the right side says that exactly one complex $c$ satisfies $c\neq0$, $C=cA$ and $D=c^{-1}B$ together. The theorem compares two given factorisations across the same cut; it does not decide which operators on the composite system are products.

Here is the forward direction by hand. Since the product is nonzero, neither $A$ nor $B$ vanishes, so we can fix entries $A_{ij}\neq0$ and $B_{kl}\neq0$. Equality of the two products means that
$$A_{i'j'}B_{k'l'} = C_{i'j'}D_{k'l'}\qquad\text{for all } i',j',k',l'.$$

1. At the fixed indices the left side $A_{ij}B_{kl}$ is nonzero. Hence $D_{kl}\neq0$, and we may set $c=B_{kl}/D_{kl}$, which is nonzero.
2. Keep $k,l$ fixed and let $i',j'$ vary. Dividing $A_{i'j'}B_{kl}=C_{i'j'}D_{kl}$ by $D_{kl}$ gives $C_{i'j'}=c\,A_{i'j'}$, so $C=cA$.
3. Keep $i,j$ fixed and let $k',l'$ vary. Inserting $C_{ij}=cA_{ij}$ gives $A_{ij}B_{k'l'}=c\,A_{ij}D_{k'l'}$. Cancelling $A_{ij}$ leaves $B_{k'l'}=c\,D_{k'l'}$, so $D=c^{-1}B$.
4. If $c'$ also satisfies $C=c'A$, then $c'A_{ij}=cA_{ij}$, and cancelling $A_{ij}$ gives $c'=c$.

The Lean proof follows this order. The equation for all indices is `e`, and step 1 produces `hD` and `hc`. Step 2 is `hC`, where `linear_combination` verifies that the wanted equation is a multiple of one already available. The line beginning with `refine` then supplies $c$ and leaves three goals: $C=cA$, $D=c^{-1}B$ and uniqueness. The first is closed by `hC`, and the other two are steps 3 and 4, in which `mul_left_cancel₀` and `mul_right_cancel₀` cancel the nonzero entry $A_{ij}$.

The backward direction substitutes $C=cA$ and $D=c^{-1}B$ and applies `product_rescale`.

## Unitary first factors leave a phase

```lean
/-- Let the first system have at least one basis state. If the first factors of two equal product
operators are unitary and the second factor `B` is nonzero, the factors agree up to a phase `c` and
its inverse. -/
theorem unitary_factor_unique_up_to_phase [Fintype n] [DecidableEq n] [Nonempty n]
    {A C : Matrix n n ℂ} {B D : Matrix p q ℂ}
    (hA : A ∈ Matrix.unitaryGroup n ℂ) (hC : C ∈ Matrix.unitaryGroup n ℂ)
    (hB : B ≠ 0) (h : A ⊗ₖ B = C ⊗ₖ D) :
    ∃ c : ℂ, ‖c‖ = 1 ∧ C = c • A ∧ D = c⁻¹ • B := by
  have hAu : A * star A = 1 := Matrix.mem_unitaryGroup_iff.1 hA
  have hCu : C * star C = 1 := Matrix.mem_unitaryGroup_iff.1 hC
  have hA0 : A ≠ 0 := by
    intro h0
    rw [h0, zero_mul] at hAu
    exact zero_ne_one hAu
  have hAB : A ⊗ₖ B ≠ 0 := fun h0 => ((product_eq_zero_iff A B).1 h0).elim hA0 hB
  obtain ⟨c, ⟨-, hCA, hDB⟩, -⟩ := (product_eq_iff_rescaled hAB).1 h
  refine ⟨c, ?_, hCA, hDB⟩
  -- unitarity of both first factors, A and C, forces c times its conjugate to be one
  rw [hCA, star_smul, smul_mul_smul_comm, hAu] at hCu
  obtain ⟨i⟩ := ‹Nonempty n›
  have h2 := congrFun (congrFun hCu i) i
  rw [Matrix.smul_apply, Matrix.one_apply_eq, smul_eq_mul, mul_one] at h2
  have h3 := congrArg norm h2
  rw [norm_mul, norm_star, norm_one] at h3
  nlinarith [norm_nonneg c]
```

Unitarity is the condition satisfied by a gate or by the time evolution of a closed system. The theorem assumes it for the first factors $A$ and $C$ only; $B$ may be any nonzero matrix, even a rectangular one. The conclusion is that the scalar has modulus one, so it is a phase. For example, $X\otimes X=(iX)\otimes(-iX)$.

By hand, $AA^\dagger=1$ rules out $A=0$, so the product is nonzero and the main theorem gives $C=cA$. Then
$$1=CC^\dagger=(cA)(cA)^\dagger=c\bar c\,AA^\dagger=|c|^2\,1,$$
and therefore $|c|=1$. In Lean, `star` stands for the adjoint of a matrix and for the conjugate of a number. The proof takes one diagonal entry of this matrix equation, obtains $c\bar c=1$, and passes to norms. The final `nlinarith` concludes $|c|=1$ from $|c|\,|c|=1$ and $|c|\geq0$.

The assumption `[Nonempty n]` says that the first system has at least one basis state. For a matrix with no rows and no columns, zero and the identity coincide, and the product would carry no information about $B$ and $D$.

## Hermitian first factors leave a real number

```lean
/-- If the first factors of two equal nonzero product operators are Hermitian, the scalar
relating the factors is real. -/
theorem hermitian_factor_unique_up_to_real {A C : Matrix n n ℂ} {B D : Matrix p q ℂ}
    (hA : A.IsHermitian) (hC : C.IsHermitian)
    (hAB : A ⊗ₖ B ≠ 0) (h : A ⊗ₖ B = C ⊗ₖ D) :
    ∃ r : ℝ, r ≠ 0 ∧ C = (r : ℂ) • A ∧ D = (r : ℂ)⁻¹ • B := by
  have hA0 : A ≠ 0 := fun h0 => hAB ((product_eq_zero_iff A B).2 (Or.inl h0))
  obtain ⟨i, j, hij⟩ := exists_entry_ne_zero hA0
  obtain ⟨c, ⟨hc, hCA, hDB⟩, -⟩ := (product_eq_iff_rescaled hAB).1 h
  have h1 := hC.eq
  rw [hCA, Matrix.conjTranspose_smul, hA.eq] at h1
  have h2 := congrFun (congrFun h1 i) j
  rw [Matrix.smul_apply, Matrix.smul_apply, smul_eq_mul, smul_eq_mul] at h2
  have hs : star c = c := mul_right_cancel₀ hij h2
  obtain ⟨r, hr⟩ := Complex.conj_eq_iff_real.1 hs
  rw [hr] at hc hCA hDB
  exact ⟨r, fun h0 => hc (by rw [h0, Complex.ofReal_zero]), hCA, hDB⟩
```

Hermitian matrices represent observables, and a coupling term such as $\sigma_z\otimes\sigma_z$ in a Hamiltonian can be written as a product of two of them. If $A$ and $C$ are Hermitian and the product is nonzero, the scalar is a nonzero real number $r$. It can be negative: $\sigma_z\otimes\sigma_z=(-\sigma_z)\otimes(-\sigma_z)$.

By hand, start from $C=cA$ and take adjoints. Since $C^\dagger=C$ and $A^\dagger=A$, this gives $\bar c\,A=cA$. At an entry $A_{ij}\neq0$ it follows that $\bar c=c$, so $c$ is real. In the proof this equation is `hs`, and `Complex.conj_eq_iff_real` turns it into a real number `r`. The notation `(r : ℂ)` means that real number regarded as a complex one.

## Trace one leaves no freedom

```lean
/-- If the first factors of two equal product operators have trace one and the second factor
is nonzero, the factors agree exactly. -/
theorem trace_one_factors_unique [Fintype n] {A C : Matrix n n ℂ} {B D : Matrix p q ℂ}
    (hA : A.trace = 1) (hC : C.trace = 1) (hB : B ≠ 0) (h : A ⊗ₖ B = C ⊗ₖ D) :
    A = C ∧ B = D := by
  have hA0 : A ≠ 0 := by
    intro h0
    rw [h0, Matrix.trace_zero] at hA
    exact zero_ne_one hA
  have hAB : A ⊗ₖ B ≠ 0 := fun h0 => ((product_eq_zero_iff A B).1 h0).elim hA0 hB
  obtain ⟨c, ⟨-, hCA, hDB⟩, -⟩ := (product_eq_iff_rescaled hAB).1 h
  -- comparing traces fixes the scalar
  rw [hCA, Matrix.trace_smul, hA, smul_eq_mul, mul_one] at hC
  rw [hC, one_smul] at hCA
  rw [hC, inv_one, one_smul] at hDB
  exact ⟨hCA.symm, hDB.symm⟩
```

Trace one is the normalisation of a density matrix: the probabilities of the outcomes of a complete measurement add up to one. If $A$ and $C$ both have trace one and $B\neq0$, then $A=C$ and $B=D$. In particular, an uncorrelated state $\rho\otimes\sigma$ of two finite-dimensional systems determines both of its density matrices. Positivity is not used, and nothing is assumed about the traces of $B$ and $D$.

By hand, a matrix of trace one is not zero, so the main theorem applies and gives $C=cA$. Taking traces,
$$1=\operatorname{tr}C=c\operatorname{tr}A=c.$$
With $c=1$, the relations $C=cA$ and $D=c^{-1}B$ become $C=A$ and $D=B$. The three `rw` lines after the comment do exactly this. The assumption `[Fintype n]` makes the first system finite-dimensional, because Mathlib's matrix trace is a finite sum.

## What the zero operator forgets

```lean
/-- For two qubits, `0 ⊗ 1` and `1 ⊗ 0` are the same operator, yet the first factor `1` is not
a multiple of the first factor `0`. -/
theorem zero_product_not_unique :
    (0 : Matrix (Fin 2) (Fin 2) ℂ) ⊗ₖ (1 : Matrix (Fin 2) (Fin 2) ℂ) =
        (1 : Matrix (Fin 2) (Fin 2) ℂ) ⊗ₖ (0 : Matrix (Fin 2) (Fin 2) ℂ) ∧
      ¬ ∃ c : ℂ, (1 : Matrix (Fin 2) (Fin 2) ℂ) = c • (0 : Matrix (Fin 2) (Fin 2) ℂ) := by
  constructor
  · exact ((product_eq_zero_iff _ _).2 (Or.inl rfl)).trans
      ((product_eq_zero_iff _ _).2 (Or.inr rfl)).symm
  · rintro ⟨c, h⟩
    rw [smul_zero] at h
    exact one_ne_zero h

end ProductOperatorFactors
```

This is the counter-example for the hypothesis that the product is nonzero. Here `0` and `1` are the zero matrix and the identity matrix on one qubit, and `∧` joins two claims. The first is $0\otimes1=1\otimes0$. The second is that no complex $c$ satisfies $1=c\cdot0$, with $1$ and $0$ again the matrices.

Both products vanish because each contains a zero factor, which the proof takes from `product_eq_zero_iff`. Any multiple of the zero matrix is zero, whereas the identity on a qubit is not. Without `hAB` in the main theorem, the relation $C=cA$ would therefore fail for $A=0$, $B=1$, $C=1$, $D=0$.

The condition $B\neq0$ in the trace-one theorem guards against the same loss. With $B=D=0$, the states $A=|0\rangle\langle0|$ and $C=|1\rangle\langle1|$ both have trace one and give the same product, yet they differ.

```lean
#print axioms ProductOperatorFactors.unitary_factor_unique_up_to_phase
#print axioms ProductOperatorFactors.hermitian_factor_unique_up_to_real
#print axioms ProductOperatorFactors.trace_one_factors_unique
#print axioms ProductOperatorFactors.zero_product_not_unique
```

```
'ProductOperatorFactors.unitary_factor_unique_up_to_phase' depends on axioms: [propext, Classical.choice, Quot.sound]
'ProductOperatorFactors.hermitian_factor_unique_up_to_real' depends on axioms: [propext, Classical.choice, Quot.sound]
'ProductOperatorFactors.trace_one_factors_unique' depends on axioms: [propext, Classical.choice, Quot.sound]
'ProductOperatorFactors.zero_product_not_unique' depends on axioms: [propext, Classical.choice, Quot.sound]
```
